# Adjusted Gaussians Times a Bilinear Jastrow Factor Give an Exact Eigenfunction of Two Stable, Bilinearly Coupled Oscillators

Should an eigenfunction in a formal proof be a vector in the domain of an operator on \(L^2\), or can I differentiate an ordinary function at every point and check square-integrability separately? The question came up with two oscillators of unit mass and frequency \(w\), each moving along one line, with coordinates \(x\) and \(y\) and \(\hbar=1\):

\[
H=\tfrac12(p_1^2+p_2^2)+\tfrac12 w^2(x^2+y^2)+gxy,\qquad |g|<w^2 .
\]

With \(w_\pm=\sqrt{w^2\pm g}\), the claim is that a product of Gaussians times a Jastrow factor,

\[
\exp\!\left[-\tfrac14(w_++w_-)(x^2+y^2)-\tfrac12(w_+-w_-)xy\right],
\]

is an exact eigenfunction with energy \((w_++w_-)/2\). I would like to see this made rigorous and machine-checked, and to know whether other parameters in the same family would work too.

## Pointwise derivatives and a separate integrability condition

The second option is enough for this claim. The Lean file below treats \(H\) as a differential expression acting on real functions of two coordinates, proves the eigenvalue equation at every point, and proves that the square of the function is integrable over the plane. It also shows that, among the trial functions with the decay condition given below, no other parameters give a constant local energy.

The constant \(g\) stands for a coupling linear in each displacement, such as the dipole–dipole interaction at fixed separation of two neutral oscillators, each a charge bound to a fixed opposite charge. The condition \(|g|<w^2\) says that the potential still confines both the in-phase and the out-of-phase motion.

## From the Gaussian to its local energy

Take real parameters \(a\) and \(b\) and write

\[
J(x,y)=\exp\!\left[-\tfrac a2(x^2+y^2)-bxy\right].
\]

The first derivative in \(x\) is \(\partial_xJ=-(ax+by)J\). Differentiating again gives

\[
\partial_x^2J=\left[(ax+by)^2-a\right]J,\qquad
\partial_y^2J=\left[(ay+bx)^2-a\right]J,
\]

where the second formula follows from the first by exchanging the coordinates. Their sum is

\[
\left[(a^2+b^2)(x^2+y^2)+4abxy-2a\right]J .
\]

Multiplying by \(-\tfrac12\), adding the potential and dividing by \(J\), which is never zero, gives the local energy

\[
\frac{HJ}{J}=a+\frac{w^2-a^2-b^2}{2}(x^2+y^2)+(g-2ab)xy .
\]

It is constant when \(a^2+b^2=w^2\) and \(2ab=g\). Adding and subtracting these equations turns them into

\[
(a+b)^2=w^2+g,\qquad (a-b)^2=w^2-g .
\]

If \(|b|<a\), both \(a+b\) and \(a-b\) are positive, so \(a+b=w_+\) and \(a-b=w_-\). Hence

\[
a=\frac{w_++w_-}{2},\qquad b=\frac{w_+-w_-}{2},
\]

and the constant that remains is the energy \(a\).

These two equations are also necessary. The local energy at \((0,0)\) is \(a\). Equality with its value at \((1,0)\) forces \(a^2+b^2=w^2\), and equality with its value at \((1,1)\) then forces \(2ab=g\).

For square-integrability, use \(2|xy|\le x^2+y^2\):

\[
J^2=e^{-a(x^2+y^2)-2bxy}\le e^{-(a-|b|)x^2}\,e^{-(a-|b|)y^2}.
\]

The right-hand side is a product of integrable Gaussians when \(|b|<a\). For the parameters above, \(a-|b|\) is the smaller of \(w_+\) and \(w_-\), which is positive.

The code works with the unnormalised \(J\). Evaluating the Gaussian integral by hand gives the normalised eigenfunction \((w_+w_-)^{1/4}\pi^{-1/2}J\), with the same energy.

## The Lean file

```lean
import Mathlib

open MeasureTheory

namespace CoupledOscillatorJastrow

noncomputable section

/-- The Hamiltonian of two unit-mass oscillators of frequency `w` with bilinear coupling `g x y`,
acting on a wave function of the two coordinates (with `ℏ = 1`). -/
def hamiltonian (w g : ℝ) (f : ℝ → ℝ → ℝ) (x y : ℝ) : ℝ :=
  -(1 / 2) * (deriv (deriv fun s => f s y) x + deriv (deriv fun t => f x t) y)
    + (w ^ 2 * (x ^ 2 + y ^ 2) / 2 + g * x * y) * f x y

/-- The local energy `(H f) / f` of a trial function. -/
def localEnergy (w g : ℝ) (f : ℝ → ℝ → ℝ) (x y : ℝ) : ℝ :=
  hamiltonian w g f x y / f x y

/-- The trial function: a Gaussian of width parameter `a` for each particle times the
Jastrow factor `exp (-b x y)`. -/
def jastrow (a b x y : ℝ) : ℝ :=
  Real.exp (-(a * (x ^ 2 + y ^ 2) / 2) - b * x * y)

/-- The frequency `w₊ = √(w² + g)`. -/
def wPlus (w g : ℝ) : ℝ := √(w ^ 2 + g)

/-- The frequency `w₋ = √(w² - g)`. -/
def wMinus (w g : ℝ) : ℝ := √(w ^ 2 - g)

/-- The trial function is symmetric under exchange of the two coordinates. -/
theorem jastrow_symm (a b x y : ℝ) : jastrow a b x y = jastrow a b y x := by
  unfold jastrow
  congr 1
  ring

/-- The first derivative of the trial function in one coordinate. -/
theorem hasDerivAt_jastrow (a b x y : ℝ) :
    HasDerivAt (fun s => jastrow a b s y) (-(a * x + b * y) * jastrow a b x y) x := by
  have h1 := ((((hasDerivAt_id' x).fun_pow 2).add_const (y ^ 2)).const_mul a).div_const 2
  have h2 := ((hasDerivAt_id' x).const_mul b).mul_const y
  have h : HasDerivAt (fun s => -(a * (s ^ 2 + y ^ 2) / 2) - b * s * y)
      (-(a * x + b * y)) x :=
    (h1.fun_neg.fun_sub h2).congr_deriv (by norm_num; ring)
  exact h.exp.congr_deriv (mul_comm _ _)

/-- The second derivative of the trial function in one coordinate. -/
theorem deriv_deriv_jastrow (a b x y : ℝ) :
    deriv (deriv fun s => jastrow a b s y) x
      = ((a * x + b * y) ^ 2 - a) * jastrow a b x y := by
  have h : deriv (fun s => jastrow a b s y)
      = fun s => -(a * s + b * y) * jastrow a b s y :=
    funext fun s => (hasDerivAt_jastrow a b s y).deriv
  have h1 : HasDerivAt (fun s => -(a * s + b * y)) (-a) x :=
    (((hasDerivAt_id' x).const_mul a).add_const (b * y)).fun_neg.congr_deriv (by ring)
  rw [h, (h1.fun_mul (hasDerivAt_jastrow a b x y)).deriv]
  ring

/-- The Hamiltonian multiplies the trial function by a quadratic polynomial in the coordinates. -/
theorem hamiltonian_jastrow (w g a b x y : ℝ) :
    hamiltonian w g (jastrow a b) x y
      = (a + (w ^ 2 - a ^ 2 - b ^ 2) / 2 * (x ^ 2 + y ^ 2) + (g - 2 * a * b) * (x * y))
        * jastrow a b x y := by
  -- the derivative in `y` follows from the one in `x` by exchange symmetry
  have e : (fun t => jastrow a b x t) = fun t => jastrow a b t x :=
    funext fun t => jastrow_symm a b x t
  have hy : deriv (deriv fun t => jastrow a b x t) y
      = ((a * y + b * x) ^ 2 - a) * jastrow a b y x :=
    (congrArg (fun f : ℝ → ℝ => deriv (deriv f) y) e).trans (deriv_deriv_jastrow a b y x)
  change -(1 / 2) * (deriv (deriv fun s => jastrow a b s y) x
    + deriv (deriv fun t => jastrow a b x t) y)
    + (w ^ 2 * (x ^ 2 + y ^ 2) / 2 + g * x * y) * jastrow a b x y = _
  rw [hy, deriv_deriv_jastrow, jastrow_symm a b y x]
  ring

/-- The local energy of the trial function, for any parameters `a` and `b`. -/
theorem localEnergy_jastrow (w g a b x y : ℝ) :
    localEnergy w g (jastrow a b) x y
      = a + (w ^ 2 - a ^ 2 - b ^ 2) / 2 * (x ^ 2 + y ^ 2) + (g - 2 * a * b) * (x * y) := by
  have hne : jastrow a b x y ≠ 0 := Real.exp_ne_zero _
  rw [localEnergy, hamiltonian_jastrow, mul_div_cancel_right₀ _ hne]

/-- The trial function is square-integrable over the plane when `|b| < a`. -/
theorem integrable_jastrow_sq (a b : ℝ) (h : |b| < a) :
    Integrable (fun p : ℝ × ℝ => jastrow a b p.1 p.2 ^ 2) := by
  have hc : 0 < a - |b| := sub_pos.mpr h
  have hG : Integrable (fun p : ℝ × ℝ =>
      Real.exp (-(a - |b|) * p.1 ^ 2) * Real.exp (-(a - |b|) * p.2 ^ 2)) :=
    (integrable_exp_neg_mul_sq hc).mul_prod (integrable_exp_neg_mul_sq hc)
  refine hG.mono' (Continuous.aestronglyMeasurable (by unfold jastrow; fun_prop))
    (Filter.Eventually.of_forall fun p => ?_)
  change ‖jastrow a b p.1 p.2 ^ 2‖
    ≤ Real.exp (-(a - |b|) * p.1 ^ 2) * Real.exp (-(a - |b|) * p.2 ^ 2)
  rw [Real.norm_of_nonneg (sq_nonneg _), jastrow, ← Real.exp_nat_mul, ← Real.exp_add]
  apply Real.exp_le_exp.mpr
  push_cast
  -- the cross term is bounded by `|b| (x² + y²)`
  have h1 : 0 ≤ |b| + b := by linarith [neg_abs_le b]
  have h2 : 0 ≤ |b| - b := by linarith [le_abs_self b]
  nlinarith [mul_nonneg h1 (sq_nonneg (p.1 + p.2)), mul_nonneg h2 (sq_nonneg (p.1 - p.2))]

/-- For `|g| < w²` the trial function with `a = (w₊ + w₋)/2` and `b = (w₊ - w₋)/2` is a
square-integrable eigenfunction of the coupled Hamiltonian with energy `(w₊ + w₋)/2`. -/
theorem jastrow_exact_eigenfunction (w g : ℝ) (hg : |g| < w ^ 2) :
    (∀ x y, hamiltonian w g
        (jastrow ((wPlus w g + wMinus w g) / 2) ((wPlus w g - wMinus w g) / 2)) x y
      = (wPlus w g + wMinus w g) / 2
        * jastrow ((wPlus w g + wMinus w g) / 2) ((wPlus w g - wMinus w g) / 2) x y) ∧
    Integrable (fun p : ℝ × ℝ =>
      jastrow ((wPlus w g + wMinus w g) / 2) ((wPlus w g - wMinus w g) / 2) p.1 p.2 ^ 2) := by
  obtain ⟨hl, hr⟩ := abs_lt.mp hg
  have p0 : 0 < w ^ 2 + g := by linarith
  have m0 : 0 < w ^ 2 - g := by linarith
  have hp : wPlus w g ^ 2 = w ^ 2 + g := Real.sq_sqrt p0.le
  have hm : wMinus w g ^ 2 = w ^ 2 - g := Real.sq_sqrt m0.le
  have pp : 0 < wPlus w g := Real.sqrt_pos.mpr p0
  have mp : 0 < wMinus w g := Real.sqrt_pos.mpr m0
  constructor
  · intro x y
    rw [hamiltonian_jastrow]
    congr 1
    -- both quadratic terms of the local energy cancel
    linear_combination (-(x ^ 2 + y ^ 2) / 4 - x * y / 2) * hp
      + (-(x ^ 2 + y ^ 2) / 4 + x * y / 2) * hm
  · apply integrable_jastrow_sq
    rw [abs_lt]
    constructor <;> linarith

/-- Among the trial functions with `|b| < a`, the local energy is the same at all points exactly
when `a = (w₊ + w₋)/2` and `b = (w₊ - w₋)/2`. -/
theorem localEnergy_constant_iff (w g a b : ℝ) (hab : |b| < a) :
    (∃ E, ∀ x y, localEnergy w g (jastrow a b) x y = E) ↔
      a = (wPlus w g + wMinus w g) / 2 ∧ b = (wPlus w g - wMinus w g) / 2 := by
  obtain ⟨hl, hr⟩ := abs_lt.mp hab
  constructor
  · rintro ⟨E, hE⟩
    -- three sample points determine the coefficients
    have h0 := hE 0 0
    have h1 := hE 1 0
    have h2 := hE 1 1
    rw [localEnergy_jastrow] at h0 h1 h2
    have hp : w ^ 2 + g = (a + b) ^ 2 := by linarith
    have hm : w ^ 2 - g = (a - b) ^ 2 := by linarith
    have ep : wPlus w g = a + b := by
      rw [wPlus, hp, Real.sqrt_sq (by linarith)]
    have em : wMinus w g = a - b := by
      rw [wMinus, hm, Real.sqrt_sq (by linarith)]
    constructor <;> linarith
  · rintro ⟨ha, hb⟩
    have ep : a + b = wPlus w g := by linarith
    have em : a - b = wMinus w g := by linarith
    have pp : 0 < wPlus w g := by linarith
    have mp : 0 < wMinus w g := by linarith
    have hp : (a + b) ^ 2 = w ^ 2 + g := by
      rw [ep]
      exact Real.sq_sqrt (Real.sqrt_pos.mp pp).le
    have hm : (a - b) ^ 2 = w ^ 2 - g := by
      rw [em]
      exact Real.sq_sqrt (Real.sqrt_pos.mp mp).le
    refine ⟨a, fun x y => ?_⟩
    rw [localEnergy_jastrow]
    linear_combination (-(x ^ 2 + y ^ 2) / 4 - x * y / 2) * hp
      + (-(x ^ 2 + y ^ 2) / 4 + x * y / 2) * hm

/-- Without the Jastrow factor, the product of two Gaussians of width parameter `w` has local
energy `w + g x y`. -/
theorem localEnergy_product (w g x y : ℝ) :
    localEnergy w g (jastrow w 0) x y = w + g * x * y := by
  rw [localEnergy_jastrow]
  ring

end

end CoupledOscillatorJastrow
```

```lean
#print axioms CoupledOscillatorJastrow.jastrow_exact_eigenfunction
#print axioms CoupledOscillatorJastrow.localEnergy_constant_iff
#print axioms CoupledOscillatorJastrow.localEnergy_product
```

```
'CoupledOscillatorJastrow.jastrow_exact_eigenfunction' depends on axioms: [propext, Classical.choice, Quot.sound]
'CoupledOscillatorJastrow.localEnergy_constant_iff' depends on axioms: [propext, Classical.choice, Quot.sound]
'CoupledOscillatorJastrow.localEnergy_product' depends on axioms: [propext, Classical.choice, Quot.sound]
```

## What the theorems say about the oscillators

`hamiltonian w g f x y` is \((Hf)(x,y)\). Its kinetic part contains two nested derivatives in each coordinate, with the other coordinate held fixed. `jastrow a b` is \(J\), `localEnergy` is \((Hf)/f\), and `wPlus` and `wMinus` are \(w_+\) and \(w_-\).

`jastrow_exact_eigenfunction` assumes only `|g| < w ^ 2`. It does not ask for \(w>0\), because \(w\) enters only through its square. Its conclusion has two parts: \(HJ=\tfrac12(w_++w_-)J\) for all real \(x\) and \(y\), and integrability of \(J^2\) over `ℝ × ℝ`.

`localEnergy_constant_iff` assumes `|b| < a`, the condition that makes \(J\) decay in every direction. Under it, a single constant \(E\) equals the local energy everywhere exactly when \(a\) and \(b\) have the stated values. The bound on \(g\) is not assumed here. Lean's square root of a negative number is zero, so if \(|g|\ge w^2\), at least one of `wPlus` and `wMinus` vanishes, the stated values violate `|b| < a`, and both sides of the equivalence are false.

`localEnergy_product` treats a product of Gaussians with no Jastrow factor, \(a=w\) and \(b=0\), which for \(w>0\) is the ground state of the uncoupled oscillators. Its local energy is \(w+gxy\), which varies over the plane whenever \(g\ne0\). Multiplying this product by \(e^{-bxy}\) while keeping \(a=w\) does not cure that: \(a^2+b^2=w^2\) would force \(b=0\), and then \(2ab=g\) fails. The Gaussian parameter \(a\) has to change as well.

In variational Monte Carlo, a constant local energy means that every sample returns the same number and the variance is zero. For this two-particle harmonic model, a bilinear Jastrow factor together with the adjusted Gaussian parameter \(a\) achieves that exactly; the result does not extend to electrons with Coulomb repulsion. That the eigenfunction is the ground state is true, but it would need an argument of its own.

## How the proof follows the calculation

`hasDerivAt_jastrow` differentiates the exponent and applies the chain rule for the exponential. `deriv_deriv_jastrow` applies the product rule to the result. In `hamiltonian_jastrow`, the \(y\)-derivative is obtained from the \(x\)-derivative through `jastrow_symm`, and `ring` collects the quadratic terms. `localEnergy_jastrow` then divides by the nonzero exponential.

`integrable_jastrow_sq` is the Gaussian bound. The product of one-dimensional Gaussians is integrable, and `hG.mono'` passes integrability to the smaller function \(J^2\). The inequality between the exponents comes from

\[
(|b|+b)(x+y)^2\ge0,\qquad (|b|-b)(x-y)^2\ge0,
\]

whose sum gives \(-2bxy\le|b|(x^2+y^2)\). These are the two facts handed to `nlinarith`.

In the main theorem, `hp` and `hm` record \(w_+^2=w^2+g\) and \(w_-^2=w^2-g\). The `linear_combination` step uses them to cancel both quadratic terms. Positivity of \(w_+\) and \(w_-\) gives \(|b|<a\), and with it integrability.

The forward direction of the equivalence evaluates the local energy at the three points used above and takes positive square roots. The reverse direction recovers \(w^2\pm g>0\) from the positivity of \(a\pm b\), then repeats the cancellation with \(E=a\).

## Constant local energy without normalisability

A likely slip is to solve \((a+b)^2=w^2+g\) and \((a-b)^2=w^2-g\) without attending to the signs of the roots. Choosing \(a+b=w_+\) and \(a-b=-w_-\) also makes the local energy constant, with the value \((w_+-w_-)/2\). This lies below the energy of the true eigenfunction, but the corresponding \(J\) grows without bound along \(x=-y\) and is not a bound state. The hypothesis `|b| < a` excludes such solutions.

## The same claim for an operator on \(L^2\)

The other option in the question defines \(H\) as a self-adjoint operator on \(L^2(\mathbb R^2)\). The theorem would then say that the class of \(J\) lies in the operator's domain and is an eigenvector. That version requires constructing the operator and its domain first, but it gives direct access to the spectrum, where a statement about the lowest energy belongs. The differentiation and the cancellation of the quadratic terms would stay the same.
